# For a linear vector potential, endpoint minus midpoint evaluation averages to $-a^2\,\mathrm{tr}(M)/2$ over random $\pm a$ steps

Suppose a time-sliced path integral for a charged particle evaluates the vector potential $A$ at the start of each slice instead of at its midpoint, with no correction. The action then acquires a spurious term whose average is, for short steps, proportional to $\nabla\cdot A$. Finer slicing does not remove it, and a mere change of gauge can alter the predictions.

Below, this average is computed for $A(x)=Mx$, with $M$ a real $d\times d$ matrix, and steps $s$ whose components are $\pm a$ with equal probability. "Endpoint" means the starting point $x$ of the step. The passage from the mean of the spurious term to the propagator, where the term sits in an exponent under Gaussian weights, is not treated here.

## Random steps and slice terms

```lean
import Mathlib

open Matrix

namespace VectorPotentialSlicing

noncomputable section

variable {ι κ : Type*} [Fintype ι] [DecidableEq ι] [Fintype κ] [DecidableEq κ]
```

The finite type `ι` labels the $d$ Cartesian components. The second label type `κ` will also serve for all step components of a path.

```lean
/-- The step whose components are `a` or `-a` according to a pattern of signs. -/
def step (a : ℝ) (ε : κ → Bool) : κ → ℝ := fun i => if ε i then a else -a
```

A sign pattern `ε` fixes a step: component $i$ is $a$ if `ε i` is true, and $-a$ otherwise.

```lean
/-- The average of `F` over steps with independent components `a` or `-a`, equally likely. -/
def average (a : ℝ) (F : (κ → ℝ) → ℝ) : ℝ :=
  (∑ ε : κ → Bool, F (step a ε)) / 2 ^ Fintype.card κ
```

The average is the sum over all sign patterns divided by their number, $2^{|\kappa|}$.

```lean
/-- The linear vector potential `A(x) = M x`. -/
def linearPotential (M : Matrix ι ι ℝ) : (ι → ℝ) → ι → ℝ := fun x => M *ᵥ x
```

This is $A(x)=Mx$; `*ᵥ` is matrix times vector.

```lean
/-- The divergence of a vector field at `x`, the sum of its diagonal partial derivatives. -/
def divergence (A : (ι → ℝ) → ι → ℝ) (x : ι → ℝ) : ℝ :=
  ∑ i, deriv (fun t : ℝ => A (x + t • Pi.single i 1) i) 0
```

This is $\nabla\cdot A=\sum_i\partial_iA_i$, with `Pi.single i 1` the $i$-th unit vector.

```lean
/-- The vector-potential term of one time slice from `x` to `x + s`, with `A` evaluated at
`x + θ s`. -/
def sliceTerm (A : (ι → ℝ) → ι → ℝ) (θ : ℝ) (x s : ι → ℝ) : ℝ := A (x + θ • s) ⬝ᵥ s
```

The slice term is $A(x+\theta s)\cdot s$, with the charge factor left out. The endpoint rule is $\theta=0$, the midpoint rule $\theta=1/2$.

```lean
/-- The `k`-th step of a path whose step components are listed in `s`. -/
def increment {N : ℕ} (s : Fin N × ι → ℝ) (k : Fin N) : ι → ℝ := fun i => s (k, i)
```

For a path of $N$ steps, `s` lists every component of every step, and `increment s k` is the vector $s_k$.

```lean
/-- The position before the `k`-th step of a path that starts at `x₀`. -/
def position {N : ℕ} (x₀ : ι → ℝ) (s : Fin N × ι → ℝ) (k : Fin N) : ι → ℝ :=
  x₀ + ∑ j ∈ Finset.Iio k, increment s j
```

The position before step $k$ is $x_0+\sum_{j<k}s_j$.

## Second moments of the step

```lean
/-- The average of a finite sum is the sum of the averages. -/
theorem average_sum {α : Type*} [Fintype α] (a : ℝ) (F : α → (κ → ℝ) → ℝ) :
    average a (fun s => ∑ k, F k s) = ∑ k, average a (F k) := by
  simp only [average]
  rw [Finset.sum_comm, Finset.sum_div]

/-- A constant factor can be taken out of the average. -/
theorem average_const_mul (a c : ℝ) (F : (κ → ℝ) → ℝ) :
    average a (fun s => c * F s) = c * average a F := by
  simp only [average, ← Finset.mul_sum, mul_div_assoc]
```

Together these say that the average is linear.

```lean
/-- The product of two distinct components of the random step averages to zero, and each component
has mean square `a²`. -/
theorem average_mul (a : ℝ) (i j : κ) :
    average a (fun s => s i * s j) = if i = j then a ^ 2 else 0 := by
  by_cases h : i = j
  · subst h
    have hs : ∀ ε : κ → Bool, step a ε i * step a ε i = a ^ 2 := by
      intro ε
      unfold step
      split_ifs <;> ring
    simp only [average, hs, Finset.sum_const, Finset.card_univ, Fintype.card_fun,
      Fintype.card_bool, nsmul_eq_mul, Nat.cast_pow, Nat.cast_ofNat, ↓reduceIte]
    field_simp
  · -- flipping the sign of component `i` reverses the product
    let e : Equiv.Perm (κ → Bool) :=
      Function.Involutive.toPerm (fun ε => Function.update ε i (!ε i)) (by intro ε; simp)
    have hflip : ∀ ε : κ → Bool,
        step a (e ε) i * step a (e ε) j = -(step a ε i * step a ε j) := by
      intro ε
      have h1 : e ε i = !ε i := by
        change Function.update ε i (!ε i) i = !ε i
        simp
      have h2 : e ε j = ε j := Function.update_of_ne (Ne.symm h) _ _
      simp only [step, h1, h2]
      cases ε i <;> cases ε j <;> simp
    have hsum := Equiv.sum_comp e (fun ε => step a ε i * step a ε j)
    simp only [hflip, Finset.sum_neg_distrib] at hsum
    have h0 : ∑ ε : κ → Bool, step a ε i * step a ε j = 0 := by linarith
    simp [average, h0, h]
```

Writing $\langle\cdot\rangle$ for the average, $\langle s_is_j\rangle=a^2\delta_{ij}$. (In the docstrings below, `⟨u, v⟩` with a comma is the dot product.) For $i=j$ every pattern gives $a^2$. For $i\neq j$, flipping the sign of component $i$ permutes the patterns and reverses each product, so the sum $S$ satisfies $S=-S$ and vanishes. In Lean the flip is the permutation `e`, `Equiv.sum_comp` reindexes the sum, and `linarith` concludes.

```lean
/-- The quadratic form of `M` in a selection of distinct step components averages to
`a² tr M`. -/
theorem average_quadratic (a : ℝ) (M : Matrix ι ι ℝ) (e : ι → κ)
    (he : Function.Injective e) :
    average a (fun s : κ → ℝ => (M *ᵥ fun i => s (e i)) ⬝ᵥ fun i => s (e i))
      = a ^ 2 * M.trace := by
  have hq : (fun s : κ → ℝ => (M *ᵥ fun i => s (e i)) ⬝ᵥ fun i => s (e i))
      = fun s => ∑ i, ∑ j, M i j * (s (e j) * s (e i)) := by
    funext s
    simp only [Matrix.mulVec, dotProduct, Finset.sum_mul, mul_assoc]
  rw [hq]
  simp only [average_sum, average_const_mul, average_mul, he.eq_iff]
  simp [Matrix.trace, Finset.mul_sum, mul_comm]
```

Let $u_i=s_{e(i)}$ be a selection of distinct components. Then
$$\langle Mu\cdot u\rangle=\sum_{i,j}M_{ij}\langle u_ju_i\rangle=\sum_{i,j}M_{ij}\,a^2\delta_{ij}=a^2\,\mathrm{tr}\,M.$$
Injectivity of `e` makes the selected components distinct.

## The divergence term

```lean
/-- The divergence of the linear vector potential `M x` is the trace of `M`. -/
theorem divergence_linearPotential (M : Matrix ι ι ℝ) (x : ι → ℝ) :
    divergence (linearPotential M) x = M.trace := by
  unfold divergence Matrix.trace
  refine Finset.sum_congr rfl fun i _ => ?_
  have hf : (fun t : ℝ => linearPotential M (x + t • Pi.single i 1) i)
      = fun t => (M *ᵥ x) i + t * M i i := by
    funext t
    simp [linearPotential, Matrix.mulVec_add, Matrix.mulVec_smul]
  rw [hf]
  exact (((hasDerivAt_id' (0 : ℝ)).mul_const (M i i)).const_add _).deriv.trans (one_mul _)
```

Along the $i$-th axis, $A_i(x+te_i)=(Mx)_i+tM_{ii}$, where $e_i$ is the unit vector. The derivative is $M_{ii}$, and summing over $i$ gives $\mathrm{tr}\,M$.

```lean
omit [DecidableEq ι] in
/-- For a linear vector potential, moving the evaluation point from `θ'` to `θ` changes the
slice term by `(θ - θ') ⟨M s, s⟩`, whatever the position. -/
theorem sliceTerm_sub (M : Matrix ι ι ℝ) (θ θ' : ℝ) (x s : ι → ℝ) :
    sliceTerm (linearPotential M) θ x s - sliceTerm (linearPotential M) θ' x s
      = (θ - θ') * ((M *ᵥ s) ⬝ᵥ s) := by
  simp only [sliceTerm, linearPotential, Matrix.mulVec_add, Matrix.mulVec_smul,
    add_dotProduct, smul_dotProduct, smul_eq_mul]
  ring
```

By linearity $A(x+\theta s)\cdot s=Mx\cdot s+\theta\,Ms\cdot s$. Subtracting the same expression at $\theta'$ cancels $Mx\cdot s$ and leaves $(\theta-\theta')\,Ms\cdot s$.

```lean
/-- For a linear vector potential, the slice terms with evaluation points `θ` and `θ'` differ
on average by `(θ - θ') a²` times the divergence of the potential. -/
theorem average_sliceTerm_sub (a : ℝ) (M : Matrix ι ι ℝ) (θ θ' : ℝ) (x : ι → ℝ) :
    average a (fun s => sliceTerm (linearPotential M) θ x s
      - sliceTerm (linearPotential M) θ' x s)
      = (θ - θ') * a ^ 2 * divergence (linearPotential M) x := by
  have hq : average a (fun s : ι → ℝ => (M *ᵥ s) ⬝ᵥ s) = a ^ 2 * M.trace :=
    average_quadratic a M id Function.injective_id
  simp only [sliceTerm_sub, average_const_mul]
  rw [hq, divergence_linearPotential]
  ring
```

Averaging that difference gives $(\theta-\theta')\,a^2\,\nabla\cdot A$. The proof takes `id` as the selection, so all components are used.

```lean
/-- For `A(x) = M x` and a step uniform on `{-a, a}^d`, the endpoint value `⟨A(x), s⟩` minus
the midpoint value `⟨A(x + s/2), s⟩` averages to `-a² tr M / 2`. -/
theorem endpoint_sub_midpoint (a : ℝ) (M : Matrix ι ι ℝ) (x : ι → ℝ) :
    average a (fun s => linearPotential M x ⬝ᵥ s
      - linearPotential M (x + (1 / 2 : ℝ) • s) ⬝ᵥ s) = -(a ^ 2 * M.trace) / 2 := by
  have h := average_sliceTerm_sub a M 0 (1 / 2) x
  simp only [sliceTerm, zero_smul, add_zero] at h
  rw [h, divergence_linearPotential]
  ring
```

Setting $\theta=0$ and $\theta'=1/2$ gives
$$\langle A(x)\cdot s-A(x+s/2)\cdot s\rangle=-\tfrac12a^2\,\mathrm{tr}\,M.$$
The same argument applies to Gaussian steps with independent components of mean zero and variance $a^2$, because only the second moments enter.

## Refining the slicing

```lean
/-- Along a path of `N` independent steps with components of size `√(c/N)`, `c ≥ 0` and
`N ≠ 0`, the endpoint sum minus the midpoint sum averages to `-c tr M / 2` for every `N`. -/
theorem path_endpoint_sub_midpoint {N : ℕ} (hN : N ≠ 0) {c : ℝ} (hc : 0 ≤ c)
    (M : Matrix ι ι ℝ) (x₀ : ι → ℝ) :
    average (√(c / N)) (fun s : Fin N × ι → ℝ => ∑ k,
      (sliceTerm (linearPotential M) 0 (position x₀ s k) (increment s k)
        - sliceTerm (linearPotential M) (1 / 2) (position x₀ s k) (increment s k)))
      = -(c * M.trace) / 2 := by
  have hk : ∀ k : Fin N, average (√(c / N))
      (fun s : Fin N × ι → ℝ => (M *ᵥ increment s k) ⬝ᵥ increment s k)
      = √(c / N) ^ 2 * M.trace := fun k =>
    average_quadratic _ M (fun i => (k, i)) (fun i j h => congrArg Prod.snd h)
  have hN' : (N : ℝ) ≠ 0 := Nat.cast_ne_zero.mpr hN
  -- every slice contributes the same amount, of order `1/N`
  have hc' : (N : ℝ) * (c / N) = c := by field_simp
  simp only [sliceTerm_sub, average_sum, average_const_mul, hk, Finset.sum_const,
    Finset.card_univ, Fintype.card_fin, nsmul_eq_mul]
  rw [Real.sq_sqrt (div_nonneg hc (Nat.cast_nonneg N))]
  linear_combination (-(M.trace) / 2) * hc'
```

Here $a=\sqrt{c/N}$, where $c$ is the mean square displacement per component over the whole path. For a free particle of mass $m$ in imaginary time $\tau$, $c=\hbar\tau/m$. The positions cancel, so slice $k$ contributes $-\tfrac12Ms_k\cdot s_k$, with average $-\tfrac12(c/N)\,\mathrm{tr}\,M$. The $N$ slices add up to $-\tfrac12c\,\mathrm{tr}\,M$, whatever $N\ge1$ is.

That the slice difference is quadratic in a small step is not a sufficient reason to discard it. Each one is of order $1/N$, but there are $N$ of them.

## A potential that is pure gauge

```lean
omit [DecidableEq ι] in
/-- For symmetric `M`, the midpoint slice term is exactly the change of the scalar function
`⟨M x, x⟩ / 2` over the step. -/
theorem midpoint_eq_gauge_difference {M : Matrix ι ι ℝ} (hM : M.IsSymm) (x s : ι → ℝ) :
    sliceTerm (linearPotential M) (1 / 2) x s
      = (M *ᵥ (x + s)) ⬝ᵥ (x + s) / 2 - (M *ᵥ x) ⬝ᵥ x / 2 := by
  have h : (M *ᵥ s) ⬝ᵥ x = (M *ᵥ x) ⬝ᵥ s := by
    rw [dotProduct_comm, Matrix.dotProduct_mulVec, ← Matrix.mulVec_transpose, hM.eq]
  simp only [sliceTerm, linearPotential, Matrix.mulVec_add, Matrix.mulVec_smul,
    add_dotProduct, dotProduct_add, smul_dotProduct, smul_eq_mul]
  linear_combination (-1 / 2) * h

end

end VectorPotentialSlicing
```

For symmetric $M$ the potential is a gradient, $A=\nabla\Lambda$ with $\Lambda(x)=\tfrac12Mx\cdot x$, and there is no magnetic field. Expanding,
$$\Lambda(x+s)-\Lambda(x)=\tfrac12\left(Mx\cdot s+Ms\cdot x+Ms\cdot s\right)=Mx\cdot s+\tfrac12Ms\cdot s,$$
since symmetry gives $Ms\cdot x=Mx\cdot s$, the fact `h` in the proof. The right-hand side is the midpoint term. Summed along a path, the midpoint terms therefore telescope to the difference of $\Lambda$ between its two ends, as a gauge transformation requires; the endpoint rule misses $\tfrac12Ms\cdot s$ in every slice.

```lean
#print axioms VectorPotentialSlicing.endpoint_sub_midpoint
#print axioms VectorPotentialSlicing.path_endpoint_sub_midpoint
#print axioms VectorPotentialSlicing.midpoint_eq_gauge_difference
```

```
'VectorPotentialSlicing.endpoint_sub_midpoint' depends on axioms: [propext, Classical.choice, Quot.sound]
'VectorPotentialSlicing.path_endpoint_sub_midpoint' depends on axioms: [propext, Classical.choice, Quot.sound]
'VectorPotentialSlicing.midpoint_eq_gauge_difference' depends on axioms: [propext, Classical.choice, Quot.sound]
```
